# The field of least squared strength for an NMR doublet component with axial dipolar and shielding tensors

To estimate the field at which one line of an NMR doublet is narrowest, one can take the anisotropy $d$ of the dipolar tensor for a fixed state of the partner spin, the shielding anisotropy $c$ per unit field and the angle $\theta$ between the two tensor axes, and set

$$B=\frac{d\,P_2(\cos\theta)}{c},\qquad P_2(x)=\frac{3x^2-1}{2}.$$

Both anisotropies are parallel minus perpendicular, in the same frequency unit; for a spin-½ partner, $d$ has $\tfrac32$ times the magnitude of the usual dipolar coupling constant. The formula rests on a statement about matrices: the squared strength of the difference of the two tensors, as a function of $B$, has its only minimum there. Passing from squared strength to linewidth is a physical assumption. It is reasonable for a heteronuclear spin pair in a rigid molecule that tumbles isotropically, slowly compared with the Larmor periods but still fast enough to average out both anisotropic interactions. In that regime fluctuations near zero frequency dominate transverse relaxation and their contribution to the width is proportional to the squared strength.

The result bears on transverse-relaxation-optimised spectroscopy, in a model with one dipolar partner and an axially symmetric shielding tensor.

## Tensors, strengths and the two lines

```lean
import Mathlib

open Matrix

namespace DipolarShieldingInterference

noncomputable section
```

The file loads Mathlib, the mathematical library for Lean, and opens its matrix notation. The namespace is a prefix for the names that follow.

```lean
/-- The axial tensor `a (n nᵀ - 1/3)` with coefficient `a` and axis `n`; it is traceless when `n` is
a unit vector. -/
def axial (a : ℝ) (n : Fin 3 → ℝ) : Matrix (Fin 3) (Fin 3) ℝ :=
  a • (vecMulVec n n - (1 / 3 : ℝ) • (1 : Matrix (Fin 3) (Fin 3) ℝ))
```

A vector in real 3-space has the type `Fin 3 → ℝ`: a function that gives a real number for each of three indices. `vecMulVec n n` is the outer product $nn^{\mathsf T}$, and `•` multiplies a matrix by a number. The definition therefore reads

$$\text{axial}(a,n)=a\left(nn^{\mathsf T}-\tfrac13\mathbb 1\right).$$

For a unit vector $n$ this matrix is traceless, with eigenvalue $2a/3$ along $n$ and $-a/3$ across it, so $a$ is the full anisotropy, parallel minus perpendicular. The definition accepts any $n$; the theorems add the unit length where they need it.

This fixes the convention for the constants. For shielding, $cB$ is the anisotropy expressed as a frequency. For the dipolar interaction, $d$ contains the factor 3 from the usual form $3nn^{\mathsf T}-\mathbb 1$ and the factor $\tfrac12$ from the spin projection of a spin-½ partner. Both $c$ and $d$ may carry a sign.

```lean
/-- The second Legendre polynomial. -/
def P2 (x : ℝ) : ℝ := (3 * x ^ 2 - 1) / 2
```

This is the second Legendre polynomial, defined for every real $x$. Below, its argument is the dot product of two vectors, which for unit axes is the cosine of the angle between them.

```lean
/-- The squared strength `tr (T²)` of an interaction tensor. -/
def strength (T : Matrix (Fin 3) (Fin 3) ℝ) : ℝ := trace (T * T)
```

The strength of a tensor is measured by $\mathrm{tr}(T^2)$, which does not depend on the orientation of the molecule. For a real symmetric $T$ it is the sum of the squares of all entries. For $\text{axial}(a,n)$ with a unit axis it equals $\tfrac23a^2$, so it is the square of the coefficient $a$ up to a fixed factor.

```lean
/-- Squared strength for the doublet component that sees the sum of the dipolar tensor
(strength `d`, axis `n`) and the shielding tensor (strength `c B`, axis `m`). -/
def plusLine (d c : ℝ) (n m : Fin 3 → ℝ) (B : ℝ) : ℝ :=
  strength (axial d n + axial (c * B) m)
```

Write $A=d(nn^{\mathsf T}-\tfrac13\mathbb 1)$ for the dipolar tensor and $C=cB(mm^{\mathsf T}-\tfrac13\mathbb 1)$ for the shielding tensor. The observed spin feels both. When its partner changes from up to down, the dipolar part changes sign and the shielding part does not. One line of the doublet thus belongs to the sum of the tensors, and `plusLine` is $\mathrm{tr}((A+C)^2)$.

```lean
/-- Squared strength for the doublet component that sees the difference of the dipolar
and the shielding tensor. -/
def minusLine (d c : ℝ) (n m : Fin 3 → ℝ) (B : ℝ) : ℝ :=
  strength (axial d n - axial (c * B) m)
```

The other line belongs to the difference, and `minusLine` is $\mathrm{tr}((A-C)^2)$. The overall sign of the tensor has no effect on the trace of its square, so $A-C$ and $C-A$ serve equally well. The model leaves out flips of the partner spin, other nearby spins and the frequency dependence of the motion.

```lean
/-- The signed field `d P2(n·m) / c`, for `c ≠ 0`. -/
def optimalField (d c : ℝ) (n m : Fin 3 → ℝ) : ℝ := d * P2 (n ⬝ᵥ m) / c
```

This names the field from the opening, with $\cos\theta$ written as the dot product `n ⬝ᵥ m`. It is a signed number: a negative value stands for a reversed field.

## The overlap of two axial tensors

```lean
/-- The overlap of two axial tensors with unit axes is governed by the second Legendre
polynomial of the cosine between the axes. -/
theorem trace_axial_mul {n m : Fin 3 → ℝ} (hn : n ⬝ᵥ n = 1) (hm : m ⬝ᵥ m = 1)
    (a b : ℝ) : trace (axial a n * axial b m) = 2 / 3 * (a * b) * P2 (n ⬝ᵥ m) := by
  -- expand in components before using the normalisation
  have h : trace (axial a n * axial b m) =
      a * b * ((n ⬝ᵥ m) ^ 2 - 1 / 3 * (n ⬝ᵥ n) - 1 / 3 * (m ⬝ᵥ m) + 1 / 3) := by
    simp [axial, Matrix.trace, Matrix.mul_apply, Fin.sum_univ_three,
      Matrix.vecMulVec_apply, Matrix.one_apply, dotProduct]
    ring
  rw [h, hn, hm, P2]
  ring
```

A theorem in Lean lists its hypotheses before the colon and its claim after it. Here `hn` and `hm` say that $n\cdot n=1$ and $m\cdot m=1$. The claim, for all real $a$ and $b$, is

$$\mathrm{tr}\big(\text{axial}(a,n)\,\text{axial}(b,m)\big)=\tfrac23\,ab\,P_2(n\cdot m).$$

By hand, multiply out the product and take the trace term by term. The outer products give $\mathrm{tr}(nn^{\mathsf T}mm^{\mathsf T})=(n\cdot m)^2$, and the product of the two identity terms gives $\tfrac19\cdot3=\tfrac13$. Hence

$$\mathrm{tr}(\dots)=ab\left[(n\cdot m)^2-\tfrac13\,n\cdot n-\tfrac13\,m\cdot m+\tfrac13\right]=ab\left[(n\cdot m)^2-\tfrac13\right],$$

and the last bracket equals $\tfrac23P_2(n\cdot m)$.

The proof has the same two stages. The intermediate claim `h` is the first bracket, before the unit lengths are used; `simp` writes it out in components and `ring` verifies the resulting polynomial identity. Then `rw`, which replaces one side of an equation by the other, inserts the unit lengths.

## A constant plus a perfect square

```lean
/-- For unit axes, the squared strength of the difference component is a constant plus
a perfect square in the field. -/
theorem minusLine_eq {n m : Fin 3 → ℝ} (hn : n ⬝ᵥ n = 1) (hm : m ⬝ᵥ m = 1)
    (d c B : ℝ) : minusLine d c n m B =
      2 / 3 * (d ^ 2 * (1 - P2 (n ⬝ᵥ m) ^ 2) + (c * B - d * P2 (n ⬝ᵥ m)) ^ 2) := by
  have e : (axial d n - axial (c * B) m) * (axial d n - axial (c * B) m) =
      axial d n * axial d n - axial d n * axial (c * B) m
        - axial (c * B) m * axial d n + axial (c * B) m * axial (c * B) m := by
    noncomm_ring
  rw [minusLine, strength, e, trace_add, trace_sub, trace_sub,
    trace_mul_comm (axial (c * B) m) (axial d n), trace_axial_mul hn hn,
    trace_axial_mul hn hm, trace_axial_mul hm hm, hn, hm]
  simp only [P2]
  ring
```

Let $P=P_2(n\cdot m)$. The cross terms $AC$ and $CA$ have the same trace, so

$$\mathrm{tr}((A-C)^2)=\mathrm{tr}(A^2)-2\,\mathrm{tr}(AC)+\mathrm{tr}(C^2).$$

The overlap formula supplies all three traces. For the squares, both axes are the same and $P_2(1)=1$. This gives

$$\tfrac23\left[d^2-2d\,cB\,P+(cB)^2\right]=\tfrac23\left[d^2(1-P^2)+(cB-dP)^2\right],$$

where the last step completes the square in $cB$. Only the second term depends on the field.

In Lean, `e` is the expansion of $(A-C)^2$ with the order of the factors kept, since matrices need not commute. `trace_mul_comm` identifies the two cross terms, `trace_axial_mul` is used three times, and the final `ring` completes the square.

```lean
/-- Reversing the field exchanges the two doublet components. -/
theorem plusLine_eq_minusLine_neg (d c : ℝ) (n m : Fin 3 → ℝ) (B : ℝ) :
    plusLine d c n m B = minusLine d c n m (-B) := by
  have h : axial (c * -B) m = -axial (c * B) m := by
    simp only [axial, mul_neg, neg_smul]
  rw [plusLine, minusLine, h, sub_neg_eq_add]
```

Reversing $B$ changes $C$ into $-C$, and therefore $A-C$ into $A+C$. So the sum component at field $B$ equals the difference component at field $-B$. This holds for any vectors $n$ and $m$, and it saves a second expansion.

## The splitting in strength and the unique minimum

```lean
/-- For unit axes and `c ≠ 0`, the two components differ in squared strength by
`(8/3) d c B P2(n·m)` at every field `B`, and the difference component has its unique
minimum over all real fields at `B = d P2(n·m) / c`. -/
theorem doublet_interference {n m : Fin 3 → ℝ} (hn : n ⬝ᵥ n = 1) (hm : m ⬝ᵥ m = 1)
    (d : ℝ) {c : ℝ} (hc : c ≠ 0) :
    (∀ B, plusLine d c n m B - minusLine d c n m B =
      8 / 3 * d * c * B * P2 (n ⬝ᵥ m)) ∧
    ∀ B, B ≠ d * P2 (n ⬝ᵥ m) / c →
      minusLine d c n m (d * P2 (n ⬝ᵥ m) / c) < minusLine d c n m B := by
  constructor
  · intro B
    rw [plusLine_eq_minusLine_neg, minusLine_eq hn hm, minusLine_eq hn hm]
    ring
  · intro B hB
    have h0 : c * (d * P2 (n ⬝ᵥ m) / c) = d * P2 (n ⬝ᵥ m) := mul_div_cancel₀' hc
    -- away from the optimal field the square is strictly positive
    have hne : c * B - d * P2 (n ⬝ᵥ m) ≠ 0 := by
      intro h
      apply hB
      apply mul_left_cancel₀ hc
      linarith
    have hpos : 0 < (c * B - d * P2 (n ⬝ᵥ m)) ^ 2 :=
      lt_of_le_of_ne (sq_nonneg _) (Ne.symm (pow_ne_zero 2 hne))
    rw [minusLine_eq hn hm, minusLine_eq hn hm, h0, sub_self]
    linarith
where
  mul_div_cancel₀' {c x : ℝ} (hc : c ≠ 0) : c * (x / c) = x := by
    field_simp
```

The hypotheses are unit axes and $c\neq0$, meaning that the shielding is really anisotropic; $d$ is any real number. The symbol `∧` joins two claims.

The first claim says that at every field

$$\mathrm{tr}((A+C)^2)-\mathrm{tr}((A-C)^2)=\tfrac83\,d\,c\,B\,P_2(n\cdot m).$$

By hand, use the previous two results. The constant terms cancel, and what remains is

$$\tfrac23\left[(-cB-dP)^2-(cB-dP)^2\right]=\tfrac23\cdot4\,cB\,dP.$$

This is the interference between the two mechanisms: the two lines differ in strength because of the cross term alone.

The second claim says that for every real $B$ other than $dP/c$, the difference component is strictly stronger at $B$ than at $dP/c$. A strict inequality against every competitor is how the file expresses a unique minimum. By hand, at $B=dP/c$ the square $(cB-dP)^2$ is zero. At any other field $cB\neq dP$, because $c\neq0$, and the square is positive.

In the proof, `constructor` splits the two claims and `intro` fixes an arbitrary field. `h0` says that $c$ times the chosen field is $dP$, so the square vanishes there, while `hne` and `hpos` show that it is positive elsewhere. `linarith` then draws the inequality from these facts. The lines after `where` hold a small helper, $c\,(x/c)=x$ for $c\neq0$.

## A floor for the doublet as a whole

```lean
/-- For unit axes and `c ≠ 0`, neither component falls below `(2/3) d² (1 - P2(n·m)²)`
at any field, and one of them reaches this value exactly when the field has the
magnitude `|d P2(n·m) / c|`. -/
theorem doublet_floor {n m : Fin 3 → ℝ} (hn : n ⬝ᵥ n = 1) (hm : m ⬝ᵥ m = 1)
    (d : ℝ) {c : ℝ} (hc : c ≠ 0) (B : ℝ) :
    2 / 3 * (d ^ 2 * (1 - P2 (n ⬝ᵥ m) ^ 2)) ≤
      min (minusLine d c n m B) (plusLine d c n m B) ∧
    ((minusLine d c n m B = 2 / 3 * (d ^ 2 * (1 - P2 (n ⬝ᵥ m) ^ 2)) ∨
      plusLine d c n m B = 2 / 3 * (d ^ 2 * (1 - P2 (n ⬝ᵥ m) ^ 2))) ↔
      |B| = |optimalField d c n m|) := by
  have h0 : c * optimalField d c n m = d * P2 (n ⬝ᵥ m) := by
    unfold optimalField
    field_simp
  -- the difference component reaches the floor only at the optimal field
  have key : ∀ x, minusLine d c n m x = 2 / 3 * (d ^ 2 * (1 - P2 (n ⬝ᵥ m) ^ 2)) ↔
      x = optimalField d c n m := by
    intro x
    rw [minusLine_eq hn hm]
    constructor
    · intro h
      have hs : (c * x - d * P2 (n ⬝ᵥ m)) ^ 2 = 0 := by linarith
      have hz := pow_eq_zero_iff (two_ne_zero) |>.mp hs
      apply mul_left_cancel₀ hc
      linarith
    · intro h
      rw [h, h0]
      ring
  constructor
  · rw [plusLine_eq_minusLine_neg, minusLine_eq hn hm, minusLine_eq hn hm]
    apply le_min
    · linarith [sq_nonneg (c * B - d * P2 (n ⬝ᵥ m))]
    · linarith [sq_nonneg (c * -B - d * P2 (n ⬝ᵥ m))]
  · rw [plusLine_eq_minusLine_neg, key, key, abs_eq_abs, neg_eq_iff_eq_neg]
```

A spectrometer field is usually counted as positive, while $dP/c$ may be negative. This theorem therefore treats both lines together. Its first part says that at any field, the weaker of the two components still has squared strength at least

$$\tfrac23\,d^2(1-P^2).$$

Its second part says that at least one of the lines reaches this floor exactly when $|B|=|dP/c|$. The symbols `∨` and `↔` mean "or" and "if and only if".

By hand, the bound holds because the remaining term is a square. The difference component reaches the floor only when $cB=dP$, that is at $B=dP/c$. The sum component at $B$ is the difference component at $-B$, so it reaches the floor only at $B=-dP/c$. The two cases together say that the magnitudes agree.

The claim `key` in the proof is the statement about the difference component, for an arbitrary field `x`. It is used once with $B$ and once with $-B$, and `abs_eq_abs` turns the two cases into an equality of absolute values.

## The sign of the field

```lean
/-- For positive `c` and `d`, the field `d P2(n·m) / c` is positive exactly when the squared dot
product `(n·m)²` exceeds `1/3`. -/
theorem optimalField_pos_iff {d c : ℝ} (hd : 0 < d) (hc : 0 < c) (n m : Fin 3 → ℝ) :
    0 < optimalField d c n m ↔ 1 / 3 < (n ⬝ᵥ m) ^ 2 := by
  rw [optimalField, div_pos_iff_of_pos_right hc, mul_pos_iff_of_pos_left hd, P2]
  constructor <;> intro h <;> linarith
```

For $c>0$ and $d>0$, the field $dP/c$ has the sign of $P$, and $P=\tfrac12\left(3(n\cdot m)^2-1\right)$ is positive exactly when $(n\cdot m)^2>\tfrac13$. For unit axes this means an angle below about $54.7^\circ$ or above about $125.3^\circ$. In that range the difference component is the one that reaches its minimum at a positive field. When $(n\cdot m)^2<\tfrac13$, the sum component does so instead. The proof removes the positive factors $c$ and $d$ from the inequality and leaves the rest to `linarith`.

## Complete cancellation needs collinear axes

```lean
/-- For unit axes and nonzero `c` and `d`, the difference tensor has zero squared strength
at the optimal field exactly when the two axes are collinear. -/
theorem complete_cancellation_iff {n m : Fin 3 → ℝ} (hn : n ⬝ᵥ n = 1)
    (hm : m ⬝ᵥ m = 1) {d c : ℝ} (hd : d ≠ 0) (hc : c ≠ 0) :
    minusLine d c n m (optimalField d c n m) = 0 ↔ m = n ∨ m = -n := by
  have h0 : c * optimalField d c n m = d * P2 (n ⬝ᵥ m) := by
    unfold optimalField
    field_simp
  rw [minusLine_eq hn hm, h0]
  constructor
  · intro h
    have h1 : d ^ 2 * (1 - P2 (n ⬝ᵥ m) ^ 2) = 0 := by linarith
    have h2 := (mul_eq_zero.mp h1).resolve_left (pow_ne_zero 2 hd)
    -- P2 = -1 is impossible, so the cosine is 1 or -1
    have h3 : ((n ⬝ᵥ m) ^ 2 - 1) * (3 * (n ⬝ᵥ m) ^ 2 + 1) = 0 := by
      unfold P2 at h2
      linear_combination (-4 / 3) * h2
    have h4 : (3 * (n ⬝ᵥ m) ^ 2 + 1) ≠ 0 := by positivity
    have h5 := (mul_eq_zero.mp h3).resolve_right h4
    have h6 : (n ⬝ᵥ m - 1) * (n ⬝ᵥ m + 1) = 0 := by linear_combination h5
    rcases mul_eq_zero.mp h6 with h | h
    · left
      have hz : (m - n) ⬝ᵥ (m - n) = 0 := by
        rw [sub_dotProduct, dotProduct_sub, dotProduct_sub, dotProduct_comm m n, hn, hm]
        linarith
      exact sub_eq_zero.mp (dotProduct_self_eq_zero.mp hz)
    · right
      have hz : (m + n) ⬝ᵥ (m + n) = 0 := by
        rw [add_dotProduct, dotProduct_add, dotProduct_add, dotProduct_comm m n, hn, hm]
        linarith
      exact eq_neg_of_add_eq_zero_left (dotProduct_self_eq_zero.mp hz)
  · rintro (h | h)
    · rw [h, hn, P2]
      ring
    · rw [h, dotProduct_neg, hn, P2]
      ring

end

end DipolarShieldingInterference
```

With unit axes and both $c$ and $d$ nonzero, the difference component has zero squared strength at its optimal field exactly when $m=n$ or $m=-n$. For any other pair of axes some strength remains, however well the field is chosen.

By hand, the value at the optimal field is $\tfrac23d^2(1-P^2)$, which vanishes only if $P^2=1$. With $x=n\cdot m$,

$$1-P^2=\tfrac34\,(1-x^2)(1+3x^2).$$

The last factor is positive, so $x^2=1$ and $x=\pm1$. If $x=1$, then $|m-n|^2=2-2x=0$ and $m=n$. If $x=-1$, then $|m+n|^2=2+2x=0$ and $m=-n$. Conversely, $m=\pm n$ gives $x^2=1$, hence $P=1$, and the strength is zero.

The Lean steps follow this order. `h2` is $1-P^2=0$, `h3` is its factorised form, `h4` says that the factor $3x^2+1$ is nonzero, and `h6` splits $x^2-1$ into two linear factors. `rcases` treats the two signs separately. In each case `hz` is the vanishing squared length, from which the equality of the vectors follows.

```lean
#print axioms DipolarShieldingInterference.doublet_interference
#print axioms DipolarShieldingInterference.doublet_floor
#print axioms DipolarShieldingInterference.optimalField_pos_iff
#print axioms DipolarShieldingInterference.complete_cancellation_iff
```

```
'DipolarShieldingInterference.doublet_interference' depends on axioms: [propext, Classical.choice, Quot.sound]
'DipolarShieldingInterference.doublet_floor' depends on axioms: [propext, Classical.choice, Quot.sound]
'DipolarShieldingInterference.optimalField_pos_iff' depends on axioms: [propext, Classical.choice, Quot.sound]
'DipolarShieldingInterference.complete_cancellation_iff' depends on axioms: [propext, Classical.choice, Quot.sound]
```
